# A three-site model in which a spin flip into a higher level lowers the total ICOHP

The lemma concerns a non-interacting model of three sites with a fixed real Hamiltonian, whose orthonormal orbitals have energies 0, 25 and 30 and are shared by both spins. It states that these are indeed the orbitals, in ascending order of energy, and that the total ICOHP falls when the upper minority electron moves to the third majority level, starting from the two lowest levels doubly filled. The ICOHP here is the sum of density-matrix entry times Hamiltonian entry over all ordered pairs of distinct sites, added over the two spins. The attempt checks the orbital equations entry by entry and the ordering by comparing neighbouring levels, then leaves the ICOHP inequality to a single `norm_num` call that expands every definition at once.

This version doesn't compile in Lean 4 with Mathlib:

```lean
import Mathlib

open Matrix

namespace UnequalSitesCounterexample

noncomputable section

variable {n : ℕ}

/-- The columns of `C` are orthonormal orbitals of the Hamiltonian `H`, with energies `ε`
in ascending order. -/
structure IsOrbitals (H C : Matrix (Fin n) (Fin n) ℝ) (ε : Fin n → ℝ) : Prop where
  orthonormal : Cᵀ * C = 1
  eigen : H * C = C * diagonal ε
  ordered : Monotone ε

/-- The density matrix of one spin channel with orbital occupations `f`. -/
def density (C : Matrix (Fin n) (Fin n) ℝ) (f : Fin n → ℝ) : Matrix (Fin n) (Fin n) ℝ :=
  C * diagonal f * Cᵀ

/-- The off-diagonal ICOHP: the sum of `P i j * H i j` over all ordered pairs of distinct
sites. -/
def icohp (H P : Matrix (Fin n) (Fin n) ℝ) : ℝ :=
  ∑ i, ∑ j, if i = j then 0 else P i j * H i j

/-- The total ICOHP of majority occupations `fu` and minority occupations `fd` in the same
orbitals. -/
def totalICOHP (H C : Matrix (Fin n) (Fin n) ℝ) (fu fd : Fin n → ℝ) : ℝ :=
  icohp H (density C fu) + icohp H (density C fd)

/-- The occupations of a spin channel whose levels are filled below position `k`. -/
def fill (k : ℕ) (a : Fin n) : ℝ := if (a : ℕ) < k then 1 else 0

/-- Three sites have on-site energies 16, 9 and 30, with a coupling of -12 between the first two and
none to the third. The given matrix holds their orbitals, with energies 0, 25 and 30. Starting from
the two lowest levels doubly filled, moving the upper minority electron to the third majority level
lowers the total ICOHP. -/
theorem unequal_sites_counterexample :
    IsOrbitals !![16, -12, 0; -12, 9, 0; 0, 0, 30]
      !![3/5, -4/5, 0; 4/5, 3/5, 0; 0, 0, 1] ![0, 25, 30] ∧
    totalICOHP !![16, -12, 0; -12, 9, 0; 0, 0, 30]
        !![3/5, -4/5, 0; 4/5, 3/5, 0; 0, 0, 1] (fill 3) (fill 1) <
      totalICOHP !![16, -12, 0; -12, 9, 0; 0, 0, 30]
        !![3/5, -4/5, 0; 4/5, 3/5, 0; 0, 0, 1] (fill 2) (fill 2) := by
  refine ⟨⟨?_, ?_, ?_⟩, ?_⟩
  · ext i j
    fin_cases i <;> fin_cases j <;> norm_num [Matrix.mul_apply, Fin.sum_univ_succ]
  · ext i j
    rw [Matrix.mul_diagonal]
    fin_cases i <;> fin_cases j <;> norm_num [Matrix.mul_apply, Fin.sum_univ_succ]
  · exact Fin.monotone_iff_le_succ.2 fun i => by fin_cases i <;> norm_num
  · norm_num [totalICOHP, icohp, density, fill, Matrix.mul_apply, Matrix.diagonal_apply,
      Fin.sum_univ_succ, Fin.ext_iff]

end

end UnequalSitesCounterexample
```

Lean reports:

```
Main.lean:52:46: error: unsolved goals
case «1»
⊢ 25 ≤ ![0, 25, 30] 2
Main.lean:53:4: error: Tactic `simp` failed with a nested error:
maximum recursion depth has been reached
use `set_option maxRecDepth <num>` to increase limit
use `set_option diagnostics true` to get diagnostic information
```

What went wrong. The first message comes from the ordering of the energies. In the second comparison, `norm_num` reduced the left side to 25 but left the right side as the unevaluated vector entry `![0, 25, 30] 2`. That entry is 30 by definition, so `show (25 : ℝ) ≤ 30` is accepted and `norm_num` finishes. The first comparison had raised no error, and its `show` is there only for uniformity.

The second message says that `simp`, which `norm_num` runs, hit its recursion limit while expanding the ICOHP inequality. It doesn't say which rewrite was responsible. The repair splits the calculation into stages and no longer passes `Fin.ext_iff` or `Matrix.diagonal_apply`. `entry` writes each density-matrix entry as a sum over orbitals, and `value` shows that one spin channel with occupations `f` has ICOHP `-(288 / 25) * (f 0 - f 1)`. After rewriting with `value`, no matrices remain, and `norm_num [fill]` has only to evaluate a few occupations and compare two numbers.

Fix (accepted with no message):

```diff
@@ -50,7 +50,24 @@
     rw [Matrix.mul_diagonal]
     fin_cases i <;> fin_cases j <;> norm_num [Matrix.mul_apply, Fin.sum_univ_succ]
-  · exact Fin.monotone_iff_le_succ.2 fun i => by fin_cases i <;> norm_num
-  · norm_num [totalICOHP, icohp, density, fill, Matrix.mul_apply, Matrix.diagonal_apply,
-      Fin.sum_univ_succ, Fin.ext_iff]
+  · refine Fin.monotone_iff_le_succ.2 fun i => ?_
+    fin_cases i
+    · show (0 : ℝ) ≤ 25
+      norm_num
+    · show (25 : ℝ) ≤ 30
+      norm_num
+  · have entry : ∀ (D : Matrix (Fin 3) (Fin 3) ℝ) (f : Fin 3 → ℝ) (i j : Fin 3),
+        density D f i j = ∑ a, D i a * f a * D j a := by
+      intro D f i j
+      rw [density, Matrix.mul_apply]
+      simp only [Matrix.mul_diagonal, transpose_apply]
+    -- only the two coupled sites contribute, with opposite signs for their two levels
+    have value : ∀ f : Fin 3 → ℝ, icohp !![16, -12, 0; -12, 9, 0; 0, 0, 30]
+        (density !![3/5, -4/5, 0; 4/5, 3/5, 0; 0, 0, 1] f) = -(288 / 25) * (f 0 - f 1) := by
+      intro f
+      simp only [icohp, entry, Fin.sum_univ_three]
+      simp
+      ring
+    simp only [totalICOHP, value]
+    norm_num [fill]
 
 end
```
